# The Shiba transformation keeps symmetric bipartite hopping and reverses the symmetric Hubbard interaction

Take two sites and only spin-down electrons, with annihilation operators $c_1, c_2$ and hopping $c_1^\dagger c_2 + c_2^\dagger c_1$. Replace $c_1$ by $c_1^\dagger$ and $c_2$ by $-c_2^\dagger$, and likewise $c_1^\dagger$ by $c_1$ and $c_2^\dagger$ by $-c_2$. Then

$$c_1^\dagger c_2 \;\to\; -c_1 c_2^\dagger = c_2^\dagger c_1, \qquad c_2^\dagger c_1 \;\to\; -c_2 c_1^\dagger = c_1^\dagger c_2 .$$

The two terms trade places and the hopping survives. The occupation $n_1 = c_1^\dagger c_1$ becomes $c_1 c_1^\dagger = 1 - n_1$, so $n_1 - \tfrac12$ changes sign. With spin up left alone, $(n_\uparrow - \tfrac12)(n_\downarrow - \tfrac12)$ changes sign too. On a finite bipartite cluster with symmetric hopping, this connects the repulsive and attractive Hubbard models.

## Operators and the substitution

```lean
import Mathlib

open Finset

namespace ShibaTransformation

noncomputable section
```

The file builds on Mathlib, Lean's mathematical library. In what follows, a `def` introduces an object. A `theorem` gives a statement up to `:=` or `where`, and its proof after that.

```lean
/-- The two spin projections of an electron. -/
inductive Spin
  | up
  | dn
  deriving DecidableEq
```

A spin label is either `up` or `dn`.

```lean
/-- A family of annihilation and creation operators, labelled by site and spin. -/
@[ext]
structure Modes (ι A : Type*) where
  /-- annihilation operators -/
  ann : ι → Spin → A
  /-- creation operators -/
  cre : ι → Spin → A
```

A value of `Modes ι A` is a complete set of operators: `ann i s` is $c_{is}$ and `cre i s` is $c_{is}^\dagger$, for site $i$ in `ι` and spin $s$. The dagger is only a name here, since nothing requires the two to be adjoints.

```lean
variable {ι A : Type*} [DecidableEq ι] [Ring A] [Algebra ℂ A]

/-- The canonical anticommutation relations of lattice fermions. -/
structure IsCanonical (f : Modes ι A) : Prop where
  ann_cre : ∀ i j s r, f.ann i s * f.cre j r + f.cre j r * f.ann i s =
    if i = j ∧ s = r then 1 else 0
  ann_ann : ∀ i j s r, f.ann i s * f.ann j r + f.ann j r * f.ann i s = 0
  cre_cre : ∀ i j s r, f.cre i s * f.cre j r + f.cre j r * f.cre i s = 0
```

The operators live in any complex algebra `A`, for instance matrices. `IsCanonical f` says that they are fermions:

$$\{c_{is}, c_{jr}^\dagger\} = \delta_{ij}\delta_{sr}, \qquad \{c_{is}, c_{jr}\} = \{c_{is}^\dagger, c_{jr}^\dagger\} = 0 .$$

```lean
/-- The Shiba substitution: spin-down annihilation and creation operators are exchanged,
with a factor `e i` on site `i`; spin-up operators stay as they are. -/
def shiba (e : ι → ℂ) (f : Modes ι A) : Modes ι A where
  ann i s := match s with
    | .up => f.ann i .up
    | .dn => e i • f.cre i .dn
  cre i s := match s with
    | .up => f.cre i .up
    | .dn => e i • f.ann i .dn
```

Given a number $e_i$ for each site, `shiba e f` is the new set of operators, marked here by a prime:

$$c'_{i\uparrow} = c_{i\uparrow}, \qquad c'_{i\downarrow} = e_i c_{i\downarrow}^\dagger, \qquad c'^{\dagger}_{i\downarrow} = e_i c_{i\downarrow} .$$

The symbol `•` multiplies an operator by a number. The theorems assume $e_i^2 = 1$, so each $e_i$ is $\pm1$ and marks the sublattice.

```lean
/-- The occupation number operator of one site and spin. -/
def num (f : Modes ι A) (i : ι) (s : Spin) : A := f.cre i s * f.ann i s
```

This is $n_{is} = c_{is}^\dagger c_{is}$. Every observable is a function of the operator set, so `num (shiba e f) i s` is the same formula evaluated on the primed operators.

## The new operators are fermions

```lean
/-- Scalar factors come out of an anticommutator. -/
theorem smul_anticomm (a b : ℂ) (x y : A) :
    (a • x) * (b • y) + (b • y) * (a • x) = (a * b) • (x * y + y * x) := by
  simp only [smul_mul_assoc, mul_smul_comm, smul_smul, smul_add, mul_comm b a]
```

For numbers $a, b$ and operators $x, y$, $\{ax, by\} = ab\,\{x, y\}$.

```lean
/-- For signs with `e i * e i = 1`, the Shiba substitution turns canonical fermions into
canonical fermions. -/
theorem shiba_canonical {e : ι → ℂ} {f : Modes ι A} (hf : IsCanonical f)
    (he : ∀ i, e i * e i = 1) : IsCanonical (shiba e f) where
  ann_cre i j s r := by
    cases s <;> cases r
    · exact hf.ann_cre i j .up .up
    · change f.ann i .up * (e j • f.ann j .dn) + (e j • f.ann j .dn) * f.ann i .up = _
      rw [smul_mul_assoc, mul_smul_comm, ← smul_add, hf.ann_ann]
      simp
    · change (e i • f.cre i .dn) * f.cre j .up + f.cre j .up * (e i • f.cre i .dn) = _
      rw [smul_mul_assoc, mul_smul_comm, ← smul_add, hf.cre_cre]
      simp
    · change (e i • f.cre i .dn) * (e j • f.ann j .dn)
        + (e j • f.ann j .dn) * (e i • f.cre i .dn) = _
      rw [smul_anticomm, add_comm, hf.ann_cre]
      by_cases h : i = j
      · subst h
        simp [he]
      · simp [h, Ne.symm h]
  ann_ann i j s r := by
    cases s <;> cases r
    · exact hf.ann_ann i j .up .up
    · change f.ann i .up * (e j • f.cre j .dn) + (e j • f.cre j .dn) * f.ann i .up = _
      rw [smul_mul_assoc, mul_smul_comm, ← smul_add, hf.ann_cre]
      simp
    · change (e i • f.cre i .dn) * f.ann j .up + f.ann j .up * (e i • f.cre i .dn) = _
      rw [smul_mul_assoc, mul_smul_comm, ← smul_add, add_comm, hf.ann_cre]
      simp
    · change (e i • f.cre i .dn) * (e j • f.cre j .dn)
        + (e j • f.cre j .dn) * (e i • f.cre i .dn) = _
      rw [smul_anticomm, hf.cre_cre, smul_zero]
  cre_cre i j s r := by
    cases s <;> cases r
    · exact hf.cre_cre i j .up .up
    · change f.cre i .up * (e j • f.ann j .dn) + (e j • f.ann j .dn) * f.cre i .up = _
      rw [smul_mul_assoc, mul_smul_comm, ← smul_add, add_comm, hf.ann_cre]
      simp
    · change (e i • f.ann i .dn) * f.cre j .up + f.cre j .up * (e i • f.ann i .dn) = _
      rw [smul_mul_assoc, mul_smul_comm, ← smul_add, hf.ann_cre]
      simp
    · change (e i • f.ann i .dn) * (e j • f.ann j .dn)
        + (e j • f.ann j .dn) * (e i • f.ann i .dn) = _
      rw [smul_anticomm, hf.ann_ann, smul_zero]
```

By hand, the case with both spins down is

$$\{c'_{i\downarrow}, c'^{\dagger}_{j\downarrow}\} = e_i e_j \{c_{i\downarrow}^\dagger, c_{j\downarrow}\} = e_i e_j\,\delta_{ij} = \delta_{ij},$$

because $e_i^2 = 1$. Two primed spin-down annihilators give $e_i e_j\{c_{i\downarrow}^\dagger, c_{j\downarrow}^\dagger\} = 0$, and two creators vanish in the same way. If the spins differ, the result is a multiple of an old anticommutator between different spins, which is zero. If both are up, nothing has changed. The command `cases s <;> cases r` produces these four spin combinations, and `change` writes out the primed operators in the three that involve a down spin.

```lean
omit [DecidableEq ι] in
/-- For signs with `e i * e i = 1`, applying the Shiba substitution twice gives back the
original operators. -/
theorem shiba_shiba {e : ι → ℂ} (f : Modes ι A) (he : ∀ i, e i * e i = 1) :
    shiba e (shiba e f) = f := by
  ext i s <;> cases s <;> simp [shiba, smul_smul, he]
```

Applying the substitution twice gives $c_{i\downarrow} \to e_i c_{i\downarrow}^\dagger \to e_i^2 c_{i\downarrow} = c_{i\downarrow}$, and similarly for the creator.

```lean
/-- For canonical fermions and signs with `e i * e i = 1`, spin-down electrons become holes:
the occupation `n` turns into `1 - n`. -/
theorem num_dn_shiba {e : ι → ℂ} {f : Modes ι A} (hf : IsCanonical f)
    (he : ∀ i, e i * e i = 1) (i : ι) : num (shiba e f) i .dn = 1 - num f i .dn := by
  have h := hf.ann_cre i i .dn .dn
  rw [if_pos ⟨rfl, rfl⟩] at h
  change (e i • f.ann i .dn) * (e i • f.cre i .dn) = 1 - f.cre i .dn * f.ann i .dn
  rw [smul_mul_assoc, mul_smul_comm, smul_smul, he, one_smul]
  exact eq_sub_of_add_eq h
```

Spin-down electrons become holes:

$$n'_{i\downarrow} = e_i^2\, c_{i\downarrow} c_{i\downarrow}^\dagger = 1 - n_{i\downarrow} .$$

The proof takes the anticommutation relation at equal site and spin and rearranges it.

## The observables

```lean
variable [Fintype ι]

/-- The hopping term with amplitudes `t i j`, the same for both spins. -/
def hopping (t : ι → ι → ℂ) (f : Modes ι A) : A :=
  ∑ i, ∑ j, t i j • (f.cre i .up * f.ann j .up + f.cre i .dn * f.ann j .dn)
```

From here on the cluster is finite. The hopping term is $T = \sum_{ij} t_{ij} \sum_s c_{is}^\dagger c_{js}$, and the customary minus sign is absorbed into $t_{ij}$.

```lean
/-- The on-site interaction in symmetric form, the sum of `(n↑ - 1/2)(n↓ - 1/2)`. -/
def interaction (f : Modes ι A) : A :=
  ∑ i, (num f i .up - (1 / 2 : ℂ) • 1) * (num f i .dn - (1 / 2 : ℂ) • 1)
```

The interaction is $V = \sum_i (n_{i\uparrow} - \tfrac12)(n_{i\downarrow} - \tfrac12)$, where `(1 / 2 : ℂ) • 1` is half the identity operator.

```lean
/-- The total electron number `N`. -/
def number (f : Modes ι A) : A := ∑ i, (num f i .up + num f i .dn)
```

$N = \sum_i (n_{i\uparrow} + n_{i\downarrow})$.

```lean
/-- The total spin component `Sz`. -/
def spinZ (f : Modes ι A) : A := (1 / 2 : ℂ) • ∑ i, (num f i .up - num f i .dn)
```

$S^z = \tfrac12 \sum_i (n_{i\uparrow} - n_{i\downarrow})$, in units of $\hbar$.

```lean
/-- The total spin raising operator `S⁺`. -/
def spinPlus (f : Modes ι A) : A := ∑ i, f.cre i .up * f.ann i .dn
```

$S^+ = \sum_i c_{i\uparrow}^\dagger c_{i\downarrow}$ turns a down spin into an up spin.

```lean
/-- The operator `η†`, which creates an electron pair on site `i` with amplitude `e i`. -/
def etaPlus (e : ι → ℂ) (f : Modes ι A) : A := ∑ i, e i • (f.cre i .up * f.cre i .dn)
```

$\eta^\dagger = \sum_i e_i\, c_{i\uparrow}^\dagger c_{i\downarrow}^\dagger$ creates an on-site pair, with a sign that alternates between the sublattices.

## What the substitution does to them

```lean
/-- For canonical fermions and signs with `e i * e i = 1`, the Shiba substitution keeps a symmetric
hopping term whose amplitudes join only sites of opposite sign. -/
theorem hopping_shiba {e : ι → ℂ} {t : ι → ι → ℂ} {f : Modes ι A} (hf : IsCanonical f)
    (he : ∀ i, e i * e i = 1) (ht : ∀ i j, t i j = t j i)
    (hb : ∀ i j, t i j ≠ 0 → e i * e j = -1) : hopping t (shiba e f) = hopping t f := by
  -- a spin-down hop from j to i becomes a hop from i to j
  have key : ∀ i j, t i j • ((shiba e f).cre i .dn * (shiba e f).ann j .dn) =
      t j i • (f.cre j .dn * f.ann i .dn) := by
    intro i j
    rw [← ht i j]
    by_cases h0 : t i j = 0
    · simp only [h0, zero_smul]
    · have hij : i ≠ j := by
        rintro rfl
        have h1 := hb i i h0
        rw [he i] at h1
        norm_num at h1
      have h := hf.ann_cre i j .dn .dn
      rw [if_neg (fun q => hij q.1)] at h
      change t i j • ((e i • f.ann i .dn) * (e j • f.cre j .dn)) = _
      rw [smul_mul_assoc, mul_smul_comm, smul_smul (e i), hb i j h0,
        eq_neg_of_add_eq_zero_left h, neg_smul, one_smul, neg_neg]
  have hd : ∑ i, ∑ j, t i j • ((shiba e f).cre i .dn * (shiba e f).ann j .dn) =
      ∑ i, ∑ j, t i j • (f.cre i .dn * f.ann j .dn) := by
    simp only [key]
    exact Finset.sum_comm
  simp only [hopping, smul_add, Finset.sum_add_distrib]
  exact congrArg₂ (· + ·) rfl hd
```

The hypothesis `ht` says $t_{ij} = t_{ji}$, and `hb` says that a nonzero $t_{ij}$ requires $e_i e_j = -1$. The latter is bipartiteness: electrons hop only between sublattices. It also excludes on-site terms, since $t_{ii} \neq 0$ would force $e_i^2 = -1$. For $i \neq j$ with nonzero $t_{ij}$,

$$t_{ij}\, c'^{\dagger}_{i\downarrow} c'_{j\downarrow} = t_{ij} e_i e_j\, c_{i\downarrow} c_{j\downarrow}^\dagger = -t_{ij}\, c_{i\downarrow} c_{j\downarrow}^\dagger = t_{ji}\, c_{j\downarrow}^\dagger c_{i\downarrow} .$$

This is the step called `key`. Summing over $i$ and $j$ and exchanging the order of summation with `Finset.sum_comm` restores the original spin-down hopping. The amplitudes may be complex, but a Hermitian hopping matrix that is also symmetric is real.

```lean
/-- For canonical fermions and signs with `e i * e i = 1`, the substitution turns `N - L`
into `2 Sz`, where `L` is the number of sites. -/
theorem number_shiba {e : ι → ℂ} {f : Modes ι A} (hf : IsCanonical f)
    (he : ∀ i, e i * e i = 1) :
    number (shiba e f) - (Fintype.card ι : A) = (2 : ℂ) • spinZ f := by
  have hu : ∀ i, num (shiba e f) i .up = num f i .up := fun _ => rfl
  have hc : (Fintype.card ι : A) = ∑ _i : ι, (1 : A) := by simp
  have h2 : (2 : ℂ) * (1 / 2) = 1 := by norm_num
  simp only [number, spinZ, hu, num_dn_shiba hf he]
  rw [hc, ← Finset.sum_sub_distrib, smul_smul, h2, one_smul]
  exact Finset.sum_congr rfl fun i _ => by abel
```

With $L$ the number of sites, written `Fintype.card ι`,

$$N' - L = \sum_i (n_{i\uparrow} + 1 - n_{i\downarrow}) - L = \sum_i (n_{i\uparrow} - n_{i\downarrow}) = 2S^z .$$

```lean
/-- **Shiba transformation.** For canonical fermions on a bipartite cluster with signs `e i`
and symmetric hopping between sites of opposite sign, the substitution keeps the hopping,
flips the sign of the interaction, and sends `Sz` to `(N - L)/2` and `S⁺` to `η†`. -/
theorem shiba_transformation {e : ι → ℂ} {t : ι → ι → ℂ} {f : Modes ι A}
    (hf : IsCanonical f) (he : ∀ i, e i * e i = 1) (ht : ∀ i j, t i j = t j i)
    (hb : ∀ i j, t i j ≠ 0 → e i * e j = -1) :
    hopping t (shiba e f) = hopping t f ∧
    interaction (shiba e f) = -interaction f ∧
    spinZ (shiba e f) = (1 / 2 : ℂ) • (number f - (Fintype.card ι : A)) ∧
    spinPlus (shiba e f) = etaPlus e f := by
  have hu : ∀ i, num (shiba e f) i .up = num f i .up := fun _ => rfl
  refine ⟨hopping_shiba hf he ht hb, ?_, ?_, ?_⟩
  · -- n - 1/2 changes sign for spin down only
    have h : ∀ x : A, 1 - x - (1 / 2 : ℂ) • (1 : A) = -(x - (1 / 2 : ℂ) • (1 : A)) := by
      intro x
      module
    simp only [interaction, hu, num_dn_shiba hf he, h, mul_neg, Finset.sum_neg_distrib]
  · -- the substitution is an involution, so the rule for N - L can be read backwards
    have h := number_shiba (shiba_canonical hf he) he
    rw [shiba_shiba f he] at h
    rw [h, smul_smul]
    norm_num
  · simp only [spinPlus, etaPlus, shiba, mul_smul_comm]
```

The main theorem joins four equations with `∧`, "and":

$$T' = T, \qquad V' = -V, \qquad S^{z\prime} = \tfrac12 (N - L), \qquad S^{+\prime} = \eta^\dagger .$$

The first is the hopping result. The second follows from $n'_{i\downarrow} - \tfrac12 = -(n_{i\downarrow} - \tfrac12)$ in every term. For the third, a direct calculation gives $\tfrac12\sum_i (n_{i\uparrow} - 1 + n_{i\downarrow})$; Lean instead applies the rule for $N - L$ to the primed operators and uses the fact that a second substitution undoes the first. The fourth is immediate: $c_{i\uparrow}^\dagger c'_{i\downarrow} = e_i c_{i\uparrow}^\dagger c_{i\downarrow}^\dagger$.

## Exchanging chemical potential and field

```lean
/-- The Hubbard Hamiltonian with interaction `U`, chemical potential `μ` measured from half
filling, and magnetic field `h` coupled to `2 Sz`. -/
def hubbard (t : ι → ι → ℂ) (U μ h : ℂ) (f : Modes ι A) : A :=
  hopping t f + U • interaction f - μ • (number f - (Fintype.card ι : A)) - (2 * h) • spinZ f
```

The Hamiltonian is

$$H(U, \mu, h) = T + U V - \mu (N - L) - 2h S^z .$$

Here $\mu$ is measured from half filling, and $h$ is a field coupled to $2S^z = N_\uparrow - N_\downarrow$, where $N_s = \sum_i n_{is}$.

```lean
/-- Under the conditions of the Shiba transformation, the Hubbard Hamiltonian turns into the
one with interaction `-U` and with chemical potential and magnetic field exchanged. -/
theorem hubbard_shiba {e : ι → ℂ} {t : ι → ι → ℂ} {f : Modes ι A} (hf : IsCanonical f)
    (he : ∀ i, e i * e i = 1) (ht : ∀ i j, t i j = t j i)
    (hb : ∀ i j, t i j ≠ 0 → e i * e j = -1) (U μ h : ℂ) :
    hubbard t U μ h (shiba e f) = hubbard t (-U) h μ f := by
  obtain ⟨h1, h2, h3, -⟩ := shiba_transformation hf he ht hb
  simp only [hubbard]
  rw [h1, h2, h3, number_shiba hf he]
  module
```

Inserting the rules gives

$$H'(U, \mu, h) = T - U V - 2\mu S^z - h (N - L) = H(-U, h, \mu) .$$

Doping the repulsive model thus corresponds to magnetising the attractive one. The tactic `module` collects the coefficients at the end.

In an exact-diagonalisation code, the substitution amounts to complementing the spin-down bits of each basis state, with suitable signs. It maps the sector $(N_\uparrow, N_\downarrow)$ to $(N_\uparrow, L - N_\downarrow)$, so for real symmetric hopping that joins only opposite sublattices, the energies at $U$ in one sector should match those at $-U$ in the other, with $\mu$ and $h$ exchanged. That comparison of spectra relies on a unitary implementing the substitution on Fock space, which the theorem about operator expressions does not construct. A code that uses $U \sum_i n_{i\uparrow} n_{i\downarrow}$ must also account for

$$U V = U \sum_i n_{i\uparrow} n_{i\downarrow} - \tfrac{U}{2} N + \tfrac{U}{4} L .$$

## Fermions on Fock space

```lean
omit [Fintype ι] in
variable (ι) in
/-- Fermions on Fock space, the exterior algebra over the modes: creation multiplies by a
mode vector, annihilation contracts with it. -/
def fock : Modes ι (Module.End ℂ (CliffordAlgebra (0 : QuadraticForm ℂ (ι × Spin → ℂ)))) where
  ann i s := CliffordAlgebra.contractLeft (LinearMap.proj (i, s))
  cre i s := LinearMap.mulLeft ℂ (CliffordAlgebra.ι 0 (Pi.single (i, s) 1))
```

This is a concrete set of operators. For a finite cluster, Fock space is the exterior algebra over the modes $(i, s)$, which Mathlib provides as the Clifford algebra of the zero quadratic form. Creation multiplies from the left by the unit vector $v_{is}$ of a mode. Annihilation contracts with the corresponding coordinate, removing that mode with the appropriate sign.

```lean
omit [Fintype ι] in
/-- The operators on Fock space satisfy the canonical anticommutation relations. -/
theorem fock_witness : IsCanonical (fock ι) where
  ann_cre i j s r := by
    refine LinearMap.ext fun x => ?_
    simp only [fock, LinearMap.add_apply, Module.End.mul_apply, LinearMap.mulLeft_apply]
    rw [CliffordAlgebra.contractLeft_ι_mul, sub_add_cancel]
    by_cases h : i = j ∧ s = r
    · obtain ⟨rfl, rfl⟩ := h
      simp
    · have hne : (i, s) ≠ (j, r) := fun q => h (Prod.mk.inj q)
      rw [if_neg h, LinearMap.proj_apply, Pi.single_eq_of_ne hne, zero_smul]
      rfl
  ann_ann i j s r := by
    refine LinearMap.ext fun x => ?_
    simp only [fock, LinearMap.add_apply, Module.End.mul_apply, LinearMap.zero_apply]
    exact eq_neg_iff_add_eq_zero.mp (CliffordAlgebra.contractLeft_comm ..)
  cre_cre i j s r := by
    refine LinearMap.ext fun x => ?_
    simp only [fock, LinearMap.add_apply, Module.End.mul_apply, LinearMap.mulLeft_apply]
    rw [← mul_assoc, ← mul_assoc, ← add_mul, CliffordAlgebra.ι_mul_ι_add_swap]
    simp [QuadraticMap.polar]

end

end ShibaTransformation
```

These operators are canonical. For any vector $x$ in Fock space, the contraction rule reads

$$c_{is}(v_{jr}\, x) = \delta_{ij}\delta_{sr}\, x - v_{jr}\, (c_{is}\, x),$$

which is the mixed anticommutation relation once the last term is moved to the left. Two contractions anticommute, and so do two mode vectors in the exterior algebra. The theorems above therefore apply to ordinary lattice electrons on any finite cluster whose signs and hopping meet the stated conditions.

```lean
#print axioms ShibaTransformation.shiba_transformation
#print axioms ShibaTransformation.hubbard_shiba
```

```
'ShibaTransformation.shiba_transformation' depends on axioms: [propext, Classical.choice, Quot.sound]
'ShibaTransformation.hubbard_shiba' depends on axioms: [propext, Classical.choice, Quot.sound]
```
